# When a Gaussian core makes the nucleus the only critical point of a model density on a line

An effective core potential removes the core electrons, and the density computed from the remaining valence electrons can have a hole at the nucleus. A search for atoms as density maxima can then miss the nucleus. How much core density must be added back for the nucleus to be a peak and the only critical point? Here the question is answered for a model whose valence part is the density of one Gaussian p orbital and whose core part is one Gaussian, along the orbital's axis through the nucleus.

```lean
import Mathlib

open Real

namespace CoreValenceDensity

noncomputable section
```

This loads the mathematical library Mathlib and lets `exp` and `√` refer to real numbers.

```lean
/-- The valence density `x² exp(-b x²)` at signed distance `x` from the nucleus. -/
def valence (b x : ℝ) : ℝ := x ^ 2 * exp (-b * x ^ 2)
```

At signed distance \(x\), the valence density is \(v(x)=x^2e^{-bx^2}\), the squared amplitude of a Gaussian p orbital along its axis. Its prefactor is set to 1.

```lean
/-- The Gaussian core density `A exp(-c x²)`. -/
def core (A c x : ℝ) : ℝ := A * exp (-c * x ^ 2)
```

The core is \(Ae^{-cx^2}\), where \(A\) is its prefactor relative to the valence one. Being Gaussian, it has no nuclear cusp.

```lean
/-- The total density, valence plus core. -/
def density (A b c x : ℝ) : ℝ := valence b x + core A c x
```

The total density is \(\rho(x)=v(x)+Ae^{-cx^2}\).

```lean
/-- The derivative of the total density with respect to the squared distance `t = x²`. -/
def slope (A b c t : ℝ) : ℝ := (1 - b * t) * exp (-b * t) - A * c * exp (-c * t)
```

With \(t=x^2\), this is \(s(t)=d\rho/dt=(1-bt)e^{-bt}-Ac\,e^{-ct}\). At the nucleus the valence part rises at rate 1 and the core falls at rate \(Ac\).

```lean
/-- The derivative of the valence density along the line. -/
theorem valence_hasDerivAt (b x : ℝ) :
    HasDerivAt (valence b) (2 * x * ((1 - b * x ^ 2) * exp (-b * x ^ 2))) x := by
  have g : HasDerivAt (fun y : ℝ => y ^ 2) (2 * x) x := by
    simpa using hasDerivAt_pow 2 x
  exact (g.fun_mul (g.const_mul (-b)).exp).congr_deriv (by ring)
```

`HasDerivAt f d x` says that `f` is differentiable at `x` with derivative `d`. The product and chain rules give \(v'(x)=2x(1-bx^2)e^{-bx^2}\).

```lean
/-- The derivative of the total density is `2x` times its slope in the squared distance. -/
theorem density_hasDerivAt (A b c x : ℝ) :
    HasDerivAt (density A b c) (2 * x * slope A b c (x ^ 2)) x := by
  have g : HasDerivAt (fun y : ℝ => y ^ 2) (2 * x) x := by
    simpa using hasDerivAt_pow 2 x
  exact ((valence_hasDerivAt b x).fun_add
    ((g.const_mul (-c)).exp.const_mul A)).congr_deriv (by unfold slope; ring)
```

Adding the core's derivative gives \(\rho'(x)=2x\,s(x^2)\). The nucleus is therefore always critical, and any other critical point needs a zero of \(s\) at some \(t>0\).

```lean
/-- The critical points of the valence density are `0`, `1/√b` and `-1/√b`. -/
theorem valence_critical {b : ℝ} (hb : 0 < b) (x : ℝ) :
    deriv (valence b) x = 0 ↔ x = 0 ∨ x = 1 / √b ∨ x = -(1 / √b) := by
  have hr : (1 / √b) ^ 2 = 1 / b := by rw [div_pow, Real.sq_sqrt hb.le, one_pow]
  rw [(valence_hasDerivAt b x).deriv, ← sq_eq_sq_iff_eq_or_eq_neg, hr]
  constructor
  · intro h
    by_cases h0 : x = 0
    · exact Or.inl h0
    · right
      have h1 : 1 - b * x ^ 2 = 0 := by
        by_contra hn
        exact mul_ne_zero (mul_ne_zero two_ne_zero h0) (mul_ne_zero hn (exp_pos _).ne') h
      rw [eq_div_iff hb.ne']
      linarith
  · rintro (h | h)
    · rw [h]; simp
    · have h1 : 1 - b * x ^ 2 = 0 := by rw [h, mul_one_div_cancel hb.ne', sub_self]
      rw [h1]; simp
```

The hypothesis `hb` says \(b>0\). Since the exponential never vanishes, \(v'(x)=0\) means \(x=0\) or \(x^2=1/b\), which gives exactly three points.

```lean
/-- The valence density has its strict global minimum at the nucleus, and its global maxima
are attained exactly at `1/√b` and `-1/√b`. -/
theorem valence_extrema {b : ℝ} (hb : 0 < b) :
    (∀ x, x ≠ 0 → valence b 0 < valence b x) ∧
    valence b (-(1 / √b)) = valence b (1 / √b) ∧
    ∀ x, x ≠ 1 / √b → x ≠ -(1 / √b) → valence b x < valence b (1 / √b) := by
  have hr : (1 / √b) ^ 2 = 1 / b := by rw [div_pow, Real.sq_sqrt hb.le, one_pow]
  refine ⟨fun x hx => ?_, by unfold valence; rw [neg_sq], fun x h1 h2 => ?_⟩
  · have z : valence b 0 = 0 := by simp [valence]
    rw [z]
    unfold valence
    positivity
  · have hne : b * x ^ 2 - 1 ≠ 0 := by
      intro h
      have hx : x ^ 2 = (1 / √b) ^ 2 := by
        rw [hr, eq_div_iff hb.ne']
        linarith
      rcases sq_eq_sq_iff_eq_or_eq_neg.1 hx with h | h
      · exact h1 h
      · exact h2 h
    -- the strict inequality `y + 1 < exp y` at `y = b x² - 1`
    have hk : b * x ^ 2 < exp (b * x ^ 2 - 1) := by
      linarith [Real.add_one_lt_exp hne]
    have hv : valence b (1 / √b) = 1 / b * exp (-1) := by
      have he : -b * (1 / b) = -1 := by
        rw [neg_mul, mul_one_div_cancel hb.ne']
      unfold valence
      rw [hr, he]
    have hm : exp (b * x ^ 2 - 1) * exp (-b * x ^ 2) = exp (-1) := by
      rw [← exp_add]; congr 1; ring
    have hl := mul_lt_mul_of_pos_right hk (exp_pos (-b * x ^ 2))
    rw [hm] at hl
    rw [hv, one_div_mul_eq_div, lt_div_iff₀ hb]
    unfold valence
    linarith
```

Away from 0, \(v>0=v(0)\), so the nucleus is the strict global minimum. For the maxima, use \(y+1<e^y\) for \(y\neq0\), with \(y=bx^2-1\):
\[
bx^2<e^{bx^2-1}\quad\Longrightarrow\quad x^2e^{-bx^2}<\frac{1}{be}=v(\pm1/\sqrt b),
\]
whenever \(x\ne\pm1/\sqrt b\).

```lean
/-- The slope factors into a positive core Gaussian and a difference from `A c`. -/
theorem slope_eq (A b c t : ℝ) :
    slope A b c t = exp (-c * t) * ((1 - b * t) * exp ((c - b) * t) - A * c) := by
  have h : exp (-b * t) = exp (-c * t) * exp ((c - b) * t) := by
    rw [← exp_add]; congr 1; ring
  unfold slope
  rw [h]
  ring
```

Factoring out the core Gaussian gives
\[
s(t)=e^{-ct}\left[f(t)-Ac\right],\qquad f(t)=(1-bt)e^{(c-b)t}.
\]
Only the bracket decides the sign.

```lean
/-- If `(1 - b t) exp((c - b) t) < A c` for all `t > 0`, the nucleus is the only critical point
of the total density and its strict global maximum. -/
theorem central_peak {A b c : ℝ}
    (h : ∀ t, 0 < t → (1 - b * t) * exp ((c - b) * t) < A * c) :
    (∀ x, deriv (density A b c) x = 0 ↔ x = 0) ∧
    ∀ x, x ≠ 0 → density A b c x < density A b c 0 := by
  have hs : ∀ t, 0 < t → slope A b c t < 0 := fun t ht => by
    rw [slope_eq]
    exact mul_neg_of_pos_of_neg (exp_pos _) (sub_neg.2 (h t ht))
  constructor
  · intro x
    rw [(density_hasDerivAt A b c x).deriv]
    constructor
    · intro hx
      by_contra h0
      exact mul_ne_zero (mul_ne_zero two_ne_zero h0) (hs (x ^ 2) (by positivity)).ne hx
    · intro hx
      rw [hx]; simp
  · -- the density falls strictly with distance, and it is even
    have anti : StrictAntiOn (density A b c) (Set.Ici 0) := by
      apply strictAntiOn_of_deriv_neg (convex_Ici 0)
      · exact fun x _ => (density_hasDerivAt A b c x).continuousAt.continuousWithinAt
      · intro x hx
        rw [interior_Ici] at hx
        have hx0 : 0 < x := hx
        rw [(density_hasDerivAt A b c x).deriv]
        exact mul_neg_of_pos_of_neg (by positivity) (hs _ (by positivity))
    intro x hx
    have e : density A b c |x| = density A b c x := by
      simp only [density, valence, core, sq_abs]
    rw [← e]
    exact anti (Set.mem_Ici.2 le_rfl) (Set.mem_Ici.2 (abs_nonneg x)) (abs_pos.2 hx)
```

If \(f(t)<Ac\) for all \(t>0\), then \(s<0\) there, so \(\rho'(x)\neq0\) for \(x\neq0\). The density also falls strictly for \(x>0\); `anti` records this. Since \(\rho(|x|)=\rho(x)\), the nucleus is the strict global maximum.

```lean
/-- For positive `b` and `c` with `A c exp(-c/b) > 1`, the nucleus is the only critical point of the
total density and its strict global maximum. -/
theorem core_restores_central_peak {A b c : ℝ} (hb : 0 < b) (hc : 0 < c)
    (h : 1 < A * c * exp (-(c / b))) :
    (∀ x, deriv (density A b c) x = 0 ↔ x = 0) ∧
    ∀ x, x ≠ 0 → density A b c x < density A b c 0 := by
  have hA : exp (c / b) < A * c := by
    rwa [exp_neg, ← div_eq_mul_inv, lt_div_iff₀ (exp_pos _), one_mul] at h
  refine central_peak fun t ht => lt_of_le_of_lt ?_ hA
  have hbt : 0 < b * t := mul_pos hb ht
  rcases le_total (1 - b * t) 0 with h1 | h1
  · exact (mul_nonpos_of_nonpos_of_nonneg h1 (exp_pos _).le).trans (exp_pos _).le
  · have h2 : (c - b) * t ≤ c / b := by
      rw [le_div_iff₀ hb]
      nlinarith [mul_nonneg hc.le h1, mul_pos hbt hb]
    calc (1 - b * t) * exp ((c - b) * t) ≤ 1 * exp ((c - b) * t) :=
          mul_le_mul_of_nonneg_right (by linarith) (exp_pos _).le
      _ ≤ exp (c / b) := by rw [one_mul]; exact exp_le_exp.2 h2
```

The condition \(Ac\,e^{-c/b}>1\) says that even at the valence maximum, \(t=1/b\), the core falls faster in \(t\) than the valence density ever rises. Equivalently, \(Ac>e^{c/b}\). For \(0<t\le1/b\),
\[
f(t)\le e^{(c-b)t}\le e^{c/b}<Ac,
\]
and for \(t\geq1/b\), \(f(t)\le0<Ac\). The previous theorem then applies. This condition is sufficient; the last two theorems give exact thresholds for \(A>0\).

```lean
/-- For positive `A`, `b` and `c`, if the slope is nonnegative at some `s ≤ 1/b`, it vanishes at
some `t ≥ s`. -/
theorem exists_slope_zero {A b c s : ℝ} (hb : 0 < b) (hA : 0 < A) (hc : 0 < c)
    (hs : s ≤ 1 / b) (h : 0 ≤ slope A b c s) : ∃ t, s ≤ t ∧ slope A b c t = 0 := by
  have hcont : Continuous (slope A b c) := by unfold slope; fun_prop
  have hend : slope A b c (1 / b) ≤ 0 := by
    unfold slope
    rw [mul_one_div_cancel hb.ne', sub_self, zero_mul, zero_sub]
    exact neg_nonpos.2 (by positivity)
  obtain ⟨t, ht, h0⟩ := intermediate_value_Icc' hs hcont.continuousOn ⟨hend, h⟩
  exact ⟨t, ht.1, h0⟩
```

At \(t=1/b\) the valence part of the slope vanishes, leaving \(s(1/b)=-Ac\,e^{-c/b}<0\). If the slope is nonnegative at some earlier point, which the Lean code calls `s`, the intermediate value theorem supplies a zero between that point and \(1/b\).

```lean
/-- For positive `A`, `b` and `c` with `c ≤ 2b`, the total density has no critical point away from
the nucleus exactly when `A c ≥ 1`. -/
theorem sole_critical_iff_diffuse {A b c : ℝ} (hb : 0 < b) (hA : 0 < A) (hc : 0 < c)
    (hcb : c ≤ 2 * b) :
    (∀ x, deriv (density A b c) x = 0 → x = 0) ↔ 1 ≤ A * c := by
  constructor
  · intro h
    by_contra hlt
    have h0 : 0 < slope A b c 0 := by
      have e : slope A b c 0 = 1 - A * c := by simp [slope]
      rw [e]; linarith [not_le.1 hlt]
    obtain ⟨t, ht, hz⟩ := exists_slope_zero hb hA hc (by positivity) h0.le
    have hx := h (√t) (by
      rw [(density_hasDerivAt A b c _).deriv, Real.sq_sqrt ht, hz, mul_zero])
    rw [(Real.sqrt_eq_zero ht).1 hx] at hz
    exact h0.ne' hz
  · intro h x
    refine ((central_peak fun t ht => lt_of_lt_of_le ?_ h).1 x).1
    have hbt : 0 < b * t := mul_pos hb ht
    rcases le_total (1 - b * t) 0 with h1 | h1
    · exact (mul_nonpos_of_nonpos_of_nonneg h1 (exp_pos _).le).trans_lt one_pos
    · have h2 : (c - b) * t ≤ b * t := mul_le_mul_of_nonneg_right (by linarith) ht.le
      have h3 : 1 - b * t < exp (-(b * t)) := by
        linarith [Real.add_one_lt_exp (neg_ne_zero.2 hbt.ne')]
      calc (1 - b * t) * exp ((c - b) * t) ≤ (1 - b * t) * exp (b * t) :=
            mul_le_mul_of_nonneg_left (exp_le_exp.2 h2) h1
        _ < exp (-(b * t)) * exp (b * t) := mul_lt_mul_of_pos_right h3 (exp_pos _)
        _ = 1 := by rw [← exp_add, neg_add_cancel, exp_zero]
```

Take a diffuse core, \(c\le2b\). If \(Ac<1\), then \(s(0)=1-Ac>0\), so \(s\) vanishes at some \(t>0\) and \(x=\sqrt t\) is an off-centre critical point. If \(Ac\ge1\), then for \(0<t\le1/b\)
\[
f(t)\le(1-bt)e^{bt}<e^{-bt}e^{bt}=1\le Ac,
\]
while \(f(t)\le0\) beyond. No other critical point survives.

```lean
/-- For positive `A` and `b` with `c > 2b`, the total density has no critical point away from the
nucleus exactly when `A c` exceeds `b/(c-b) · exp((c-2b)/b)`. -/
theorem sole_critical_iff_compact {A b c : ℝ} (hb : 0 < b) (hA : 0 < A)
    (hcb : 2 * b < c) :
    (∀ x, deriv (density A b c) x = 0 → x = 0) ↔
      b / (c - b) * exp ((c - 2 * b) / b) < A * c := by
  have hd : 0 < c - b := by linarith
  have hd' : c - b ≠ 0 := hd.ne'
  have hb' : b ≠ 0 := hb.ne'
  constructor
  · intro h
    by_contra hle
    -- the squared distance at which `(1 - b t) exp((c - b) t)` is largest is positive
    have hs : 0 < (c - 2 * b) / (b * (c - b)) :=
      div_pos (by linarith) (mul_pos hb hd)
    have e1 : 1 - b * ((c - 2 * b) / (b * (c - b))) = b / (c - b) := by
      field_simp
      ring
    have e2 : (c - b) * ((c - 2 * b) / (b * (c - b))) = (c - 2 * b) / b := by
      field_simp
    have hs1 : (c - 2 * b) / (b * (c - b)) ≤ 1 / b := by
      rw [div_le_div_iff₀ (mul_pos hb hd) hb]
      nlinarith [mul_pos hb hb]
    have h0 : 0 ≤ slope A b c ((c - 2 * b) / (b * (c - b))) := by
      rw [slope_eq, e1, e2]
      exact mul_nonneg (exp_pos _).le (sub_nonneg.2 (not_lt.1 hle))
    obtain ⟨t, ht, hz⟩ := exists_slope_zero hb hA (by linarith) hs1 h0
    have ht0 : 0 < t := hs.trans_le ht
    have hx := h (√t) (by
      rw [(density_hasDerivAt A b c _).deriv, Real.sq_sqrt ht0.le, hz, mul_zero])
    exact (Real.sqrt_pos.2 ht0).ne' hx
  · intro h x
    refine ((central_peak fun t _ => lt_of_le_of_lt ?_ h).1 x).1
    have hy : (c - b) * (1 - b * t) / b ≤ exp ((c - b) * (1 - b * t) / b - 1) := by
      linarith [Real.add_one_le_exp ((c - b) * (1 - b * t) / b - 1)]
    have e1 : 1 - b * t = b / (c - b) * ((c - b) * (1 - b * t) / b) := by
      field_simp
    have e2 : (c - b) * (1 - b * t) / b - 1 + (c - b) * t = (c - 2 * b) / b := by
      field_simp
      ring
    calc (1 - b * t) * exp ((c - b) * t)
        = b / (c - b) * ((c - b) * (1 - b * t) / b) * exp ((c - b) * t) := by rw [← e1]
      _ ≤ b / (c - b) * exp ((c - b) * (1 - b * t) / b - 1) * exp ((c - b) * t) :=
          mul_le_mul_of_nonneg_right
            (mul_le_mul_of_nonneg_left hy (div_pos hb hd).le) (exp_pos _).le
      _ = b / (c - b) * exp ((c - 2 * b) / b) := by rw [mul_assoc, ← exp_add, e2]

end

end CoreValenceDensity
```

For a compact core, \(c>2b\), \(f\) peaks away from the nucleus, at
\[
t_*=\frac{c-2b}{b(c-b)},\qquad f(t_*)=\frac{b}{c-b}\,e^{(c-2b)/b}.
\]
If \(Ac\le f(t_*)\), then \(s(t_*)\ge0\) and an off-centre critical point exists. For the converse, set \(y=(c-b)(1-bt)/b\). Since \(y\le e^{y-1}\) and \(y-1+(c-b)t=(c-2b)/b\),
\[
f(t)=\frac{b}{c-b}\,y\,e^{(c-b)t}\le\frac{b}{c-b}\,e^{(c-2b)/b}<Ac.
\]
As \(c\to2b\) from above, \(t_*\to0\) and the threshold tends to 1, joining the diffuse case. In both cases the condition on \(Ac\) implies the hypothesis of `central_peak`, so the nucleus is then also the strict global maximum. For a compact core with \(1<Ac\le f(t_*)\), the slope at the nucleus is \(1-Ac<0\): the nucleus is already a local maximum, but other critical points remain.

For densities from core-potential calculations, this two-Gaussian model shows how an added core can remove a spurious central minimum; it treats only derivatives along the line, not critical points in three dimensions.

```lean
#print axioms CoreValenceDensity.valence_extrema
#print axioms CoreValenceDensity.core_restores_central_peak
#print axioms CoreValenceDensity.sole_critical_iff_diffuse
#print axioms CoreValenceDensity.sole_critical_iff_compact
```

```
'CoreValenceDensity.valence_extrema' depends on axioms: [propext, Classical.choice, Quot.sound]
'CoreValenceDensity.core_restores_central_peak' depends on axioms: [propext, Classical.choice, Quot.sound]
'CoreValenceDensity.sole_critical_iff_diffuse' depends on axioms: [propext, Classical.choice, Quot.sound]
'CoreValenceDensity.sole_critical_iff_compact' depends on axioms: [propext, Classical.choice, Quot.sound]
```
